# Magnetic scattering from a ring of fixed-length spins has total weight s(s+1) per site

Take N quantum spins on a ring, each with squared length s(s+1). Let the magnetic scattering weight be that of the bare spin operators, Fourier transformed with the prefactor N^(−1/2), without form or polarisation factors. Add it up over all N lattice momenta, the three spin components and a complete orthonormal set of final states, and divide by N. The result is s(s+1) for every initial density matrix. The Hamiltonian, the temperature and the kind of magnetic order redistribute the weight but do not change its total.

## Scattering weight and spin length

Let the sites be j = 0, …, N−1 and the components a = x, y, z. The spin operators S_j^a are Hermitian matrices on one common finite-dimensional space, with

∑_a (S_j^a)² = s(s+1) · 1 at every site j.

This condition describes local moments of fixed magnitude, as in a Heisenberg magnet. It fails for electrons that can leave their sites: in a one-band Hubbard model, an empty or doubly occupied site carries no spin.

A hat marks the lattice Fourier transform at momentum k = 0, …, N−1:

Ŝ_k^a = N^(−1/2) ∑_j exp(2πi jk/N) S_j^a.

For an initial state ρ and a final state f, the scattering weight is

⟨f, Ŝ_k^a ρ (Ŝ_k^a)† f⟩.

If ρ is the pure state g, this is the squared matrix element |⟨f, Ŝ_k^a g⟩|². Summing over energy eigenstates f corresponds to integrating the dynamical structure factor over energy at fixed momentum. That sum includes elastic scattering as well as inelastic.

## The sum rule and its assumptions

For orthonormal final states e_n that span the space, the theorem says

(1/N) ∑_k ∑_a ∑_n ⟨e_n, Ŝ_k^a ρ (Ŝ_k^a)† e_n⟩ = s(s+1).

In the Lean file, sites and momenta are elements of `ZMod N` with N nonzero, and `Fin 3` labels the components. `IsSpinRing s S` contains Hermiticity and the length condition, and nothing else. Neither the commutation relations of angular momentum nor the commutation of spins on different sites is assumed, and s is any real number for which such matrices exist.

The final states are a family `e : d → d → ℂ`, whose first argument labels the vector and whose second labels its component. There are as many vectors as dimensions, so orthonormality already makes them a basis. They need not be energy eigenstates, and no Hamiltonian appears.

The only condition on ρ is `ρ.trace = 1`. Density matrices are thus included; for them each weight is real and nonnegative, which justifies the word "weight". The equation itself is between complex numbers.

The model has one spin per cell on a one-dimensional ring. It leaves out the magnetic form factor, the polarisation factor that selects moments perpendicular to the momentum transfer, and the kinematic factors of the cross section. A measured intensity has to be corrected for these before it is compared with s(s+1).

## From phases to the spin length

**Phases.** Write φ(j,k) = exp(2πi jk/N). The i that directly follows 2π is the imaginary unit; everywhere else in this section i is a site. For two sites i and j,

∑_k conj(φ(i,k)) φ(j,k) = ∑_k exp(2πi k(j−i)/N).

If i = j, every term is 1 and the sum is N. If i ≠ j, put z = exp(2πi(j−i)/N). Then z ≠ 1 and z^N = 1, so the geometric sum (z^N − 1)/(z − 1) vanishes.

**Parseval for operators.** Fix a component a. Multiplying out the transforms gives

∑_k (Ŝ_k^a)† Ŝ_k^a = (1/N) ∑_i ∑_j [∑_k conj(φ(i,k)) φ(j,k)] (S_i^a)† S_j^a.

The bracket is N for i = j and zero otherwise, so

∑_k (Ŝ_k^a)† Ŝ_k^a = ∑_j (S_j^a)† S_j^a.

**Completeness.** Let U be the square matrix with columns e_n. Orthonormality means U†U = 1, hence also UU† = 1. For any matrix A,

∑_n ⟨e_n, A e_n⟩ = tr(U†AU) = tr(AUU†) = tr A.

**Assembly.** With A = Ŝ_k^a ρ (Ŝ_k^a)† and the cyclic property of the trace, the sum over final states becomes

tr[(Ŝ_k^a)† Ŝ_k^a ρ].

Now sum over k and a, and use Parseval, Hermiticity and the length condition in turn:

∑_k ∑_a tr[(Ŝ_k^a)† Ŝ_k^a ρ] = tr[∑_j ∑_a (S_j^a)² ρ] = N s(s+1) tr ρ.

Since tr ρ = 1, division by N gives the result.

## One spin and two spins

For N = 1 the only momentum is k = 0, the transform does nothing, and the sum rule reduces to the expectation value of the squared spin.

For two spins one-half, the weight summed over components and final states at each momentum follows from the expectation value of the scalar product of the two spins, which is −3/4 in the singlet and 1/4 in a triplet state:

singlet: 0 at k = 0 and 3/2 at k = 1

triplet: 1 at k = 0 and 1/2 at k = 1

Both rows add up to 3/2, and division by N = 2 gives 3/4 = s(s+1). The correlations decide where the weight sits, while its total stays the same.

## Checking a computed structure factor

In exact diagonalisation of a finite spin ring, the sum rule tests the normalisation of the Fourier transform. It also reveals a missing component or momentum, provided that the omitted terms carry weight. Leaving out k = 0 for a singlet, for example, goes unnoticed. If final states are left out, the sum for a density matrix can only stay the same or fall, because each weight is nonnegative.

The test is blind to other errors. It holds for every normalised initial state, so a wrong ground state passes, and so does a wrong Hamiltonian. In a Lanczos continued fraction, the total weight at each momentum and component is fixed by the squared norm of the starting vector Ŝ_k^a g. Stopping the recursion early therefore leaves the sum unchanged even when the spectrum has not converged.

## The Lean file

```lean
import Mathlib

open Matrix
open scoped Kronecker

namespace MagneticScatteringSumRule

noncomputable section

variable {N : ℕ} [NeZero N] {d : Type*} [Fintype d] [DecidableEq d]

/-- The phase `exp(2πi jk/N)` of site `j` at momentum `k` on a ring of `N ≠ 0` sites. -/
def phase (j k : ZMod N) : ℂ :=
  Complex.exp (2 * Real.pi * Complex.I * ((j.val : ℂ) * (k.val : ℂ)) / N)

/-- The lattice Fourier transform `A_k = N^(-1/2) ∑_j exp(2πi jk/N) A_j`, for `N ≠ 0` sites. -/
def latticeFourier {M : Type*} [AddCommMonoid M] [Module ℂ M] (A : ZMod N → M)
    (k : ZMod N) : M :=
  ((Real.sqrt (N : ℝ) : ℝ) : ℂ)⁻¹ • ∑ j, phase j k • A j

/-- Spin components on a ring: Hermitian matrices whose squares add up to `s(s+1)`
at every site. -/
structure IsSpinRing (s : ℝ) (S : ZMod N → Fin 3 → Matrix d d ℂ) : Prop where
  hermitian : ∀ j a, (S j a).IsHermitian
  length : ∀ j, ∑ a, S j a * S j a = ((s * (s + 1) : ℝ) : ℂ) • (1 : Matrix d d ℂ)

/-- The weight `⟨f, A ρ A† f⟩` with which the operator `A` scatters the state `ρ`
into the final state `f`. -/
def scatteringWeight (A ρ : Matrix d d ℂ) (f : d → ℂ) : ℂ :=
  star f ⬝ᵥ ((A * ρ * Aᴴ) *ᵥ f)

/-- Summed over all momenta `k`, the product of the conjugate phase of site `i` and the phase of
site `j` gives `N` if `i = j` and zero otherwise. -/
theorem phase_orthogonality (i j : ZMod N) :
    ∑ k, star (phase i k) * phase j k = if i = j then (N : ℂ) else 0 := by
  -- the phase is the standard additive character of the ring of sites
  have hp : ∀ x k : ZMod N, phase x k = ZMod.stdAddChar (x * k) := by
    intro x k
    have h := ZMod.stdAddChar_coe (N := N) ((x.val : ℤ) * (k.val : ℤ))
    simp only [Int.cast_mul, Int.cast_natCast, ZMod.natCast_zmod_val] at h
    exact h.symm
  have hk : ∀ k : ZMod N,
      star (phase i k) * phase j k = ZMod.stdAddChar (k * (j - i)) := by
    intro k
    have hs : star (ZMod.stdAddChar (i * k) : ℂ) = ZMod.stdAddChar (-(i * k)) :=
      (AddChar.map_neg_eq_conj _ _).symm
    rw [hp, hp, hs, ← AddChar.map_add_eq_mul]
    congr 1
    ring
  rw [Finset.sum_congr rfl fun k _ => hk k,
    AddChar.sum_mulShift _ (ZMod.isPrimitive_stdAddChar N)]
  by_cases h : i = j
  · subst h
    simp [ZMod.card]
  · have h' : ¬ j = i := fun e => h e.symm
    simp [h, h', sub_eq_zero]

/-- Parseval's identity for operators: `∑_k A_k† A_k = ∑_j A_j† A_j`. -/
theorem parseval {M : Type*} [Ring M] [StarRing M] [Algebra ℂ M] [StarModule ℂ M]
    (A : ZMod N → M) :
    ∑ k, star (latticeFourier A k) * latticeFourier A k = ∑ j, star (A j) * A j := by
  have hN : (N : ℂ) ≠ 0 := Nat.cast_ne_zero.mpr (NeZero.ne N)
  have hc : star (((Real.sqrt (N : ℝ) : ℝ) : ℂ)⁻¹) * ((Real.sqrt (N : ℝ) : ℝ) : ℂ)⁻¹
      = (N : ℂ)⁻¹ := by
    have h : star ((Real.sqrt (N : ℝ) : ℝ) : ℂ) = ((Real.sqrt (N : ℝ) : ℝ) : ℂ) :=
      Complex.conj_ofReal _
    rw [star_inv₀, h, ← mul_inv, ← Complex.ofReal_mul,
      Real.mul_self_sqrt (Nat.cast_nonneg N), Complex.ofReal_natCast]
  have expand : ∀ k, star (latticeFourier A k) * latticeFourier A k =
      (N : ℂ)⁻¹ • ∑ i, ∑ j, (star (phase i k) * phase j k) • (star (A i) * A j) := by
    intro k
    simp only [latticeFourier, star_smul, star_sum, smul_mul_smul_comm,
      Finset.sum_mul_sum, hc]
  -- carry out the momentum sum first
  have swap : ∑ k, ∑ i, ∑ j, (star (phase i k) * phase j k) • (star (A i) * A j) =
      ∑ i, ∑ j, (∑ k, star (phase i k) * phase j k) • (star (A i) * A j) := by
    rw [Finset.sum_comm]
    refine Finset.sum_congr rfl fun i _ => ?_
    rw [Finset.sum_comm]
    exact Finset.sum_congr rfl fun j _ => Finset.sum_smul.symm
  rw [Finset.sum_congr rfl fun k _ => expand k, ← Finset.smul_sum, swap]
  simp only [phase_orthogonality, ite_smul, zero_smul, Finset.sum_ite_eq,
    Finset.mem_univ, if_true]
  rw [← Finset.smul_sum, smul_smul, inv_mul_cancel₀ hN, one_smul]

/-- Completeness: the expectation values of an operator in an orthonormal basis add up
to its trace. -/
theorem sum_final_states {e : d → d → ℂ}
    (he : ∀ m n, star (e m) ⬝ᵥ e n = if m = n then 1 else 0) (A : Matrix d d ℂ) :
    ∑ n, star (e n) ⬝ᵥ (A *ᵥ e n) = A.trace := by
  let U : Matrix d d ℂ := fun i n => e n i
  have hU : Uᴴ * U = 1 := by
    ext m n
    rw [Matrix.one_apply]
    exact he m n
  calc ∑ n, star (e n) ⬝ᵥ (A *ᵥ e n) = (Uᴴ * (A * U)).trace := rfl
    _ = A.trace := by
      rw [Matrix.trace_mul_comm, mul_assoc, mul_eq_one_comm.mp hU, mul_one]

/-- Total moment sum rule: for Hermitian spin components with squared length `s(s+1)` at every site
of a ring, a state of unit trace and an orthonormal final basis, the magnetic scattering weight per
site, summed over momenta, spin components and final states, is `s(s+1)`. -/
theorem total_moment_sum_rule {s : ℝ} {S : ZMod N → Fin 3 → Matrix d d ℂ}
    (hS : IsSpinRing s S) {ρ : Matrix d d ℂ} (hρ : ρ.trace = 1) {e : d → d → ℂ}
    (he : ∀ m n, star (e m) ⬝ᵥ e n = if m = n then 1 else 0) :
    (1 / (N : ℂ)) * ∑ k, ∑ a, ∑ n,
      scatteringWeight (latticeFourier (fun j => S j a) k) ρ (e n)
      = ((s * (s + 1) : ℝ) : ℂ) := by
  have hN : (N : ℂ) ≠ 0 := Nat.cast_ne_zero.mpr (NeZero.ne N)
  -- the final states drop out by completeness
  have hk : ∀ k a, ∑ n, scatteringWeight (latticeFourier (fun j => S j a) k) ρ (e n) =
      (star (latticeFourier (fun j => S j a) k) *
        latticeFourier (fun j => S j a) k * ρ).trace := by
    intro k a
    refine (sum_final_states he _).trans ?_
    rw [Matrix.trace_mul_comm, ← mul_assoc]
    rfl
  -- Parseval and the spin length at each site
  have total : ∑ a, ∑ k, star (latticeFourier (fun j => S j a) k) *
      latticeFourier (fun j => S j a) k =
      (N : ℂ) • ((s * (s + 1) : ℝ) : ℂ) • (1 : Matrix d d ℂ) := by
    rw [Finset.sum_congr rfl fun a _ => parseval (fun j => S j a), Finset.sum_comm]
    have hj : ∀ j, ∑ a, star (S j a) * S j a =
        ((s * (s + 1) : ℝ) : ℂ) • (1 : Matrix d d ℂ) := by
      intro j
      rw [← hS.length j]
      refine Finset.sum_congr rfl fun a _ => ?_
      rw [Matrix.star_eq_conjTranspose, (hS.hermitian j a).eq]
    rw [Finset.sum_congr rfl fun j _ => hj j, Finset.sum_const, Finset.card_univ,
      ZMod.card, Nat.cast_smul_eq_nsmul]
  simp only [hk]
  rw [Finset.sum_comm]
  simp only [← Matrix.trace_sum, ← Finset.sum_mul]
  rw [total, smul_mul_assoc, smul_mul_assoc, one_mul, Matrix.trace_smul,
    Matrix.trace_smul, hρ, smul_eq_mul, smul_eq_mul, mul_one, one_div,
    inv_mul_cancel_left₀ hN]

/-- The three spin one-half matrices, half the Pauli matrices. -/
def halfPauli : Fin 3 → Matrix (Fin 2) (Fin 2) ℂ :=
  ![!![0, 1 / 2; 1 / 2, 0], !![0, -Complex.I / 2; Complex.I / 2, 0],
    !![1 / 2, 0; 0, -1 / 2]]

/-- Two spins one-half, each acting on its own factor of the tensor product. -/
def twoSpins (j : ZMod 2) (a : Fin 3) : Matrix (Fin 2 × Fin 2) (Fin 2 × Fin 2) ℂ :=
  if j = 0 then halfPauli a ⊗ₖ 1 else 1 ⊗ₖ halfPauli a

/-- Two spins one-half form a spin ring with `s = 1/2`. -/
theorem isSpinRing_witness : IsSpinRing (1 / 2) twoSpins := by
  have herm : ∀ a, (halfPauli a)ᴴ = halfPauli a := by
    intro a
    ext i j
    fin_cases a <;> fin_cases i <;> fin_cases j <;>
      simp [halfPauli, Matrix.conjTranspose_apply]
  have sq : ∀ a, halfPauli a * halfPauli a = (1 / 4 : ℂ) • 1 := by
    intro a
    ext i j
    fin_cases a <;> fin_cases i <;> fin_cases j <;>
      simp [halfPauli, Matrix.mul_apply, Fin.sum_univ_succ] <;>
      first | ring1 | linear_combination (-1 / 4 : ℂ) * Complex.I_sq
  refine ⟨fun j a => ?_, fun j => ?_⟩
  · unfold Matrix.IsHermitian twoSpins
    split_ifs <;> rw [Matrix.conjTranspose_kronecker, herm, Matrix.conjTranspose_one]
  · have h : ∀ a, twoSpins j a * twoSpins j a = (1 / 4 : ℂ) • 1 := by
      intro a
      unfold twoSpins
      split_ifs
      · rw [← Matrix.mul_kronecker_mul, sq, one_mul, Matrix.smul_kronecker,
          Matrix.one_kronecker_one]
      · rw [← Matrix.mul_kronecker_mul, sq, one_mul, Matrix.kronecker_smul,
          Matrix.one_kronecker_one]
    rw [Finset.sum_congr rfl fun a _ => h a, Finset.sum_const, Finset.card_univ,
      Fintype.card_fin, ← Nat.cast_smul_eq_nsmul ℂ, smul_smul]
    congr 1
    push_cast
    norm_num

end

end MagneticScatteringSumRule
```

```lean
#print axioms MagneticScatteringSumRule.total_moment_sum_rule
```

```
'MagneticScatteringSumRule.total_moment_sum_rule' depends on axioms: [propext, Classical.choice, Quot.sound]
```

## How the lemmas fit together

`phase_orthogonality` replaces the geometric series by a fact about characters. The step `hp` identifies `phase x k` with the standard additive character of `ZMod N` at `x * k`. Complex conjugation changes the sign of the argument, so `hk` combines the two phases into one character at `k * (j - i)`. `AddChar.sum_mulShift` then evaluates the sum over k, using the fact that this character is primitive.

`parseval` is stated for any complex star algebra; for matrices, `star` is the conjugate transpose. Its step `hc` shows that the two factors N^(−1/2) multiply to 1/N. `expand` writes out the double sum over sites, and `swap` moves the momentum sum inside, where `phase_orthogonality` leaves only the terms with i = j.

`sum_final_states` builds the matrix `U` from the basis vectors. Orthonormality gives `Uᴴ * U = 1`, and `mul_eq_one_comm` supplies the product in the other order. This is where finite dimension enters: in an infinite-dimensional space, even an infinite orthonormal family need not be complete.

`total_moment_sum_rule` follows the assembly above. Its step `hk` removes the final states by completeness and cyclicity. The step `total` applies `parseval` to each component, exchanges the sums over sites and components, and uses `hS.length` to obtain N s(s+1) times the identity. The last lines move the sums inside the trace, insert `hρ` and cancel N.

`isSpinRing_witness` shows that the assumptions on the spins are met by a familiar system, two spins one-half on a four-dimensional tensor product. It checks entry by entry that each matrix in `halfPauli` is Hermitian and squares to 1/4 times the identity. The product rule for Kronecker products carries the squares over to `twoSpins`, and three components of 1/4 each give the required 3/4.
